# A Dirac–Frenkel error bound for bounded Hamiltonians projected onto a fixed subspace

A quantum state propagated in a truncated space can conserve its norm and energy perfectly and still be wrong. Take two coupled levels and keep only the first: the truncated state merely acquires a phase, while the exact state moves population into the second level. The conservation laws give no warning.

The part of \(Hx\) that the truncation discards should give one. Let \(H\) be a bounded Hermitian Hamiltonian, \(P\) a Hermitian projector and \(Px_0=x_0\), with \(\hbar=1\). I would like a full proof, checked in Lean, that \(x(t)=e^{-itPHP}x_0\) conserves \(\|x\|\) and \(\langle x,Hx\rangle\), and that for \(t\ge 0\)

\[
\|x(t)-e^{-itH}x_0\|\le\int_0^t\|(1-P)Hx(s)\|\,ds .
\]

Can this be done?

## The discarded part of \(Hx\) drives the error

Yes. The inner product below is conjugate-linear in its first argument.

**Staying in the subspace.** From \(x'=-iPHPx\) and \(P^2=P\),

\[
\frac{d}{dt}(1-P)x=-i(1-P)PHPx=0 .
\]

Since \((1-P)x_0=0\), we have \(Px=x\) at all times, and therefore \(x'=-iPHx\). For any \(v=Pv\), Hermiticity of \(P\) gives the Dirac–Frenkel condition:

\[
\langle v,ix'-Hx\rangle=\langle v,PHx\rangle-\langle v,Hx\rangle=\langle Pv,Hx\rangle-\langle v,Hx\rangle=0 .
\]

**Conservation.** Let \(z'=-iAz\) with \(A\) Hermitian, and let \(B\) commute with \(A\). Then

\[
\frac{d}{dt}\langle z,Bz\rangle=i\langle z,ABz\rangle-i\langle z,BAz\rangle=0 .
\]

With \(A=PHP\), the choice \(B=1\) gives the norm. The choice \(B=PHP\) gives the energy, because \(\langle x,PHPx\rangle=\langle Px,HPx\rangle=\langle x,Hx\rangle\).

**The error.** Write \(y(s)=e^{-isH}x_0\), \(d(s)=x(s)-y(s)\) and \(r(s)=(1-P)Hx(s)\). Then

\[
d'=-iPHx+iHy=-iHd+ir .
\]

Fix the final time \(t\), set \(e=d(t)\), and propagate it backwards: \(w(s)=e^{-i(s-t)H}e\). Thus \(w'=-iHw\), \(w(t)=e\) and \(\|w(s)\|=\|e\|\). In the overlap of \(w\) with \(d\) the Hamiltonian terms cancel:

\[
\frac{d}{ds}\langle w,d\rangle=i\langle w,Hd\rangle-i\langle w,Hd\rangle+\langle w,ir\rangle=\langle w,ir\rangle .
\]

Since \(d(0)=0\), integration and Cauchy–Schwarz give

\[
\|e\|^2=\int_0^t\langle w(s),ir(s)\rangle\,ds\le\|e\|\int_0^t\|r(s)\|\,ds .
\]

If \(e\ne0\), divide by \(\|e\|\); if \(e=0\), the bound is immediate.

Here is the complete Lean file.

```lean
import Mathlib

open Complex

namespace DiracFrenkel

noncomputable section

variable {E : Type*} [NormedAddCommGroup E] [InnerProductSpace ℂ E] [CompleteSpace E]

/-- The state `exp(-itA) x` evolved for a time `t` under the bounded generator `A`. -/
def evolve (A : E →L[ℂ] E) (x : E) (t : ℝ) : E :=
  NormedSpace.exp ((-(t : ℂ) * I) • A) x

/-- The variational state `exp(-itPHP) x₀`, driven by the Hamiltonian compressed with `P`. -/
def tdvp (H P : E →L[ℂ] E) (x₀ : E) (t : ℝ) : E := evolve (P * H * P) x₀ t

/-- At time zero the evolved state is the initial state. -/
theorem evolve_zero (A : E →L[ℂ] E) (x : E) : evolve A x 0 = x := by
  simp [evolve, NormedSpace.exp_zero]

/-- The evolved state obeys the Schrödinger equation `x' = -iAx`. -/
theorem hasDerivAt_evolve (A : E →L[ℂ] E) (x : E) (t : ℝ) :
    HasDerivAt (evolve A x) ((-I) • A (evolve A x t)) t := by
  have h1 : HasDerivAt (fun u : ℂ => NormedSpace.exp (u • A))
      (A * NormedSpace.exp ((-(t : ℂ) * I) • A)) (-(t : ℂ) * I) := by
    apply hasDerivAt_exp_smul_const'
  have h2 : HasDerivAt (fun u : ℂ => NormedSpace.exp (u • A) x)
      (A (evolve A x t)) (-(t : ℂ) * I) :=
    (ContinuousLinearMap.apply ℂ E x).hasFDerivAt.comp_hasDerivAt _ h1
  have h0 : HasDerivAt (fun s : ℝ => (s : ℂ)) 1 t := by
    simpa using (hasDerivAt_id t).ofReal_comp
  have h3 : HasDerivAt (fun s : ℝ => -(s : ℂ) * I) (-I) t :=
    (h0.fun_neg.mul_const I).congr_deriv (by ring)
  exact h2.scomp t h3

/-- Under a self-adjoint generator `A`, the expectation value of every bounded operator `B`
that commutes with `A` is conserved. -/
theorem expectation_conserved {A B : E →L[ℂ] E} (hA : IsSelfAdjoint A)
    (hAB : A * B = B * A) (x : E) (t : ℝ) :
    inner ℂ (evolve A x t) (B (evolve A x t)) = inner ℂ x (B x) := by
  have hd : ∀ s, HasDerivAt (fun r => inner ℂ (evolve A x r) (B (evolve A x r))) 0 s := by
    intro s
    have h1 := hasDerivAt_evolve A x s
    have h2 : HasDerivAt (fun r => B (evolve A x r)) (B ((-I) • A (evolve A x s))) s :=
      (B.restrictScalars ℝ).hasFDerivAt.comp_hasDerivAt s h1
    refine (h1.inner ℂ h2).congr_deriv ?_
    have hc : B (A (evolve A x s)) = A (B (evolve A x s)) :=
      (DFunLike.congr_fun hAB (evolve A x s)).symm
    have hs : inner ℂ (A (evolve A x s)) (B (evolve A x s))
        = inner ℂ (evolve A x s) (A (B (evolve A x s))) := hA.isSymmetric _ _
    rw [map_smul, hc, inner_smul_left, inner_smul_right, hs]
    simp
  have h := is_const_of_deriv_eq_zero (fun s => (hd s).differentiableAt)
    (fun s => (hd s).deriv) t 0
  simpa only [evolve_zero] using h

/-- Evolution under a self-adjoint generator conserves the norm. -/
theorem norm_evolve {A : E →L[ℂ] E} (hA : IsSelfAdjoint A) (x : E) (t : ℝ) :
    ‖evolve A x t‖ = ‖x‖ := by
  have h : inner ℂ (evolve A x t) (evolve A x t) = inner ℂ x x :=
    expectation_conserved (B := 1) hA (by simp) x t
  rw [inner_self_eq_norm_sq_to_K, inner_self_eq_norm_sq_to_K] at h
  have h' : ‖evolve A x t‖ ^ 2 = ‖x‖ ^ 2 := by exact_mod_cast h
  exact (sq_eq_sq₀ (norm_nonneg _) (norm_nonneg _)).mp h'

/-- If `P` is idempotent and the initial state lies in its range, the variational state
stays in that range. -/
theorem proj_tdvp (H : E →L[ℂ] E) {P : E →L[ℂ] E} (hPP : P * P = P) {x₀ : E}
    (hx : P x₀ = x₀) (t : ℝ) : P (tdvp H P x₀ t) = tdvp H P x₀ t := by
  have hp : ∀ v, P (P v) = P v := fun v => DFunLike.congr_fun hPP v
  -- the component outside the range has zero derivative
  have hd : ∀ s, HasDerivAt (fun r => tdvp H P x₀ r - P (tdvp H P x₀ r)) 0 s := by
    intro s
    have h1 : HasDerivAt (tdvp H P x₀) ((-I) • P (H (P (tdvp H P x₀ s)))) s :=
      hasDerivAt_evolve (P * H * P) x₀ s
    have h2 : HasDerivAt (fun r => P (tdvp H P x₀ r))
        (P ((-I) • P (H (P (tdvp H P x₀ s))))) s :=
      (P.restrictScalars ℝ).hasFDerivAt.comp_hasDerivAt s h1
    refine (h1.fun_sub h2).congr_deriv ?_
    rw [map_smul, hp, sub_self]
  have h := is_const_of_deriv_eq_zero (fun s => (hd s).differentiableAt)
    (fun s => (hd s).deriv) t 0
  have h0 : tdvp H P x₀ 0 = x₀ := evolve_zero _ _
  simp only [h0, hx, sub_self] at h
  exact (sub_eq_zero.mp h).symm

/-- For idempotent `P` and an initial state in its range, the variational state obeys the
projected Schrödinger equation `x' = -iPHx`. -/
theorem hasDerivAt_tdvp (H : E →L[ℂ] E) {P : E →L[ℂ] E} (hPP : P * P = P) {x₀ : E}
    (hx : P x₀ = x₀) (t : ℝ) :
    HasDerivAt (tdvp H P x₀) ((-I) • P (H (tdvp H P x₀ t))) t := by
  have h : HasDerivAt (tdvp H P x₀) ((-I) • P (H (P (tdvp H P x₀ t)))) t :=
    hasDerivAt_evolve (P * H * P) x₀ t
  rwa [proj_tdvp H hPP hx t] at h

/-- Dirac-Frenkel condition: for an orthogonal projector `P` and an initial state in its range,
`ix' - Hx` is orthogonal to every vector `v` in the range of `P`. -/
theorem dirac_frenkel_condition (H : E →L[ℂ] E) {P : E →L[ℂ] E} (hP : IsSelfAdjoint P)
    (hPP : P * P = P) {x₀ v : E} (hx : P x₀ = x₀) (hv : P v = v) (t : ℝ) :
    inner ℂ v (I • deriv (tdvp H P x₀) t - H (tdvp H P x₀ t)) = 0 := by
  have hI : I * -I = 1 := by simp
  have hs : inner ℂ (P v) (H (tdvp H P x₀ t)) = inner ℂ v (P (H (tdvp H P x₀ t))) :=
    hP.isSymmetric _ _
  rw [(hasDerivAt_tdvp H hPP hx t).deriv, smul_smul, hI, one_smul, inner_sub_right,
    ← hs, hv, sub_self]

/-- For self-adjoint `H`, an orthogonal projector `P` and an initial state in its range, the
variational evolution conserves the norm and the energy `⟨x, Hx⟩`. -/
theorem norm_and_energy_conserved {H P : E →L[ℂ] E} (hH : IsSelfAdjoint H)
    (hP : IsSelfAdjoint P) (hPP : P * P = P) {x₀ : E} (hx : P x₀ = x₀) (t : ℝ) :
    ‖tdvp H P x₀ t‖ = ‖x₀‖ ∧
      inner ℂ (tdvp H P x₀ t) (H (tdvp H P x₀ t)) = inner ℂ x₀ (H x₀) := by
  have hA : IsSelfAdjoint (P * H * P) := by
    rw [IsSelfAdjoint, star_mul, star_mul, hP.star_eq, hH.star_eq, mul_assoc]
  -- inside the range of P, the compressed and the full Hamiltonian have the same energy
  have key : ∀ u, P u = u → inner ℂ u ((P * H * P) u) = inner ℂ u (H u) := by
    intro u hu
    have h1 : inner ℂ (P u) (H (P u)) = inner ℂ u (P (H (P u))) := hP.isSymmetric _ _
    change inner ℂ u (P (H (P u))) = _
    rw [← h1, hu]
  refine ⟨norm_evolve hA x₀ t, ?_⟩
  rw [← key _ (proj_tdvp H hPP hx t), ← key _ hx]
  exact expectation_conserved hA rfl x₀ t

/-- Dirac-Frenkel error bound: for self-adjoint `H`, idempotent `P`, an initial state in the
range of `P` and `t ≥ 0`, the distance between the variational and the exact state is at most
the time integral of the residual norm `‖(1 - P)Hx(s)‖`. -/
theorem dirac_frenkel_error_bound {H P : E →L[ℂ] E} (hH : IsSelfAdjoint H)
    (hPP : P * P = P) {x₀ : E} (hx : P x₀ = x₀) {t : ℝ} (ht : 0 ≤ t) :
    ‖tdvp H P x₀ t - evolve H x₀ t‖
      ≤ ∫ s in (0 : ℝ)..t, ‖(1 - P) (H (tdvp H P x₀ s))‖ := by
  obtain ⟨e, he⟩ : ∃ e, e = tdvp H P x₀ t - evolve H x₀ t := ⟨_, rfl⟩
  have hcont : ∀ (A : E →L[ℂ] E) (x : E), Continuous (evolve A x) := fun A x =>
    continuous_iff_continuousAt.2 fun s => (hasDerivAt_evolve A x s).continuousAt
  -- overlap of the error with the final error propagated backwards
  have hd : ∀ s, HasDerivAt
      (fun r => inner ℂ (evolve H e (r - t)) (tdvp H P x₀ r - evolve H x₀ r))
      (inner ℂ (evolve H e (s - t)) (I • (1 - P) (H (tdvp H P x₀ s)))) s := by
    intro s
    have hw := (hasDerivAt_evolve H e (s - t)).comp_sub_const s t
    refine (hw.inner ℂ ((hasDerivAt_tdvp H hPP hx s).fun_sub
      (hasDerivAt_evolve H x₀ s))).congr_deriv ?_
    have hs : inner ℂ (H (evolve H e (s - t))) (tdvp H P x₀ s - evolve H x₀ s)
        = inner ℂ (evolve H e (s - t)) (H (tdvp H P x₀ s - evolve H x₀ s)) :=
      hH.isSymmetric _ _
    have hr : (1 - P) (H (tdvp H P x₀ s)) = H (tdvp H P x₀ s) - P (H (tdvp H P x₀ s)) := rfl
    rw [inner_smul_left, hs, hr]
    simp only [map_sub, inner_sub_right, inner_smul_right, map_neg, conj_I]
    ring
  have hres : Continuous fun s => (1 - P) (H (tdvp H P x₀ s)) :=
    (1 - P : E →L[ℂ] E).continuous.comp (H.continuous.comp (hcont (P * H * P) x₀))
  have hwc : Continuous fun s => evolve H e (s - t) :=
    (hcont H e).comp (continuous_id.sub continuous_const)
  have hc : Continuous fun s =>
      inner ℂ (evolve H e (s - t)) (I • (1 - P) (H (tdvp H P x₀ s))) := by
    apply Continuous.inner
    exacts [hwc, hres.const_smul I]
  have hint := intervalIntegral.integral_eq_sub_of_hasDerivAt (fun s _ => hd s)
    (hc.intervalIntegrable 0 t)
  have h0 : tdvp H P x₀ 0 = x₀ := evolve_zero _ _
  simp only [← he, h0, evolve_zero, sub_self, inner_zero_right, sub_zero] at hint
  -- Cauchy-Schwarz under the integral
  have hb : ‖∫ s in (0 : ℝ)..t,
      inner ℂ (evolve H e (s - t)) (I • (1 - P) (H (tdvp H P x₀ s)))‖
      ≤ ∫ s in (0 : ℝ)..t, ‖e‖ * ‖(1 - P) (H (tdvp H P x₀ s))‖ :=
    intervalIntegral.norm_integral_le_of_norm_le ht
      (Filter.Eventually.of_forall fun s _ => (norm_inner_le_norm _ _).trans_eq
        (by rw [norm_evolve hH, norm_smul, norm_I, one_mul]))
      ((continuous_const.mul hres.norm).intervalIntegrable 0 t)
  have hee : ‖inner ℂ e e‖ = ‖e‖ * ‖e‖ := by
    rw [inner_self_eq_norm_sq_to_K]
    simp [sq]
  rw [hint, hee, intervalIntegral.integral_const_mul] at hb
  rw [← he]
  rcases (norm_nonneg e).eq_or_lt with h | h
  · rw [← h]
    exact intervalIntegral.integral_nonneg ht fun s _ => norm_nonneg _
  · exact le_of_mul_le_mul_left hb h

/-- A two-level Hamiltonian with coupling between the levels. -/
def twoLevelH : EuclideanSpace ℂ (Fin 2) →L[ℂ] EuclideanSpace ℂ (Fin 2) :=
  Matrix.toEuclideanCLM (n := Fin 2) (𝕜 := ℂ) !![1, 1; 1, -1]

/-- The projector onto the first level. -/
def twoLevelP : EuclideanSpace ℂ (Fin 2) →L[ℂ] EuclideanSpace ℂ (Fin 2) :=
  Matrix.toEuclideanCLM (n := Fin 2) (𝕜 := ℂ) !![1, 0; 0, 0]

/-- The two-level Hamiltonian, the projector onto the first level and the first basis state
meet the hypotheses of the error bound, with a nonzero initial residual. -/
theorem dirac_frenkel_witness :
    IsSelfAdjoint twoLevelH ∧ IsSelfAdjoint twoLevelP ∧ twoLevelP * twoLevelP = twoLevelP ∧
      twoLevelP !₂[1, 0] = !₂[1, 0] ∧ (1 - twoLevelP) (twoLevelH !₂[1, 0]) ≠ 0 := by
  have happ : ∀ (M : Matrix (Fin 2) (Fin 2) ℂ) (v : Fin 2 → ℂ),
      Matrix.toEuclideanCLM (n := Fin 2) (𝕜 := ℂ) M (WithLp.toLp 2 v)
        = WithLp.toLp 2 (M.mulVec v) := fun _ _ => rfl
  refine ⟨?_, ?_, ?_, ?_, ?_⟩
  · have h : IsSelfAdjoint (!![1, 1; 1, -1] : Matrix (Fin 2) (Fin 2) ℂ) := by
      ext i j
      fin_cases i <;> fin_cases j <;> simp [Matrix.star_apply]
    exact h.map (Matrix.toEuclideanCLM (n := Fin 2) (𝕜 := ℂ))
  · have h : IsSelfAdjoint (!![1, 0; 0, 0] : Matrix (Fin 2) (Fin 2) ℂ) := by
      ext i j
      fin_cases i <;> fin_cases j <;> simp [Matrix.star_apply]
    exact h.map (Matrix.toEuclideanCLM (n := Fin 2) (𝕜 := ℂ))
  · rw [twoLevelP, ← map_mul]
    congr 1
    ext i j
    fin_cases i <;> fin_cases j <;> simp [Matrix.mul_apply, Fin.sum_univ_succ]
  · rw [twoLevelP, happ]
    ext i
    fin_cases i <;> simp [Matrix.mulVec, dotProduct, Fin.sum_univ_succ]
  · intro h
    change twoLevelH !₂[1, 0] - twoLevelP (twoLevelH !₂[1, 0]) = 0 at h
    rw [twoLevelH, twoLevelP, happ, happ] at h
    have h1 := congrArg (fun v : EuclideanSpace ℂ (Fin 2) => v.ofLp 1) h
    simp [dotProduct, Fin.sum_univ_succ] at h1

end

end DiracFrenkel
```

```lean
#print axioms DiracFrenkel.dirac_frenkel_condition
#print axioms DiracFrenkel.norm_and_energy_conserved
#print axioms DiracFrenkel.dirac_frenkel_error_bound
```

```
'DiracFrenkel.dirac_frenkel_condition' depends on axioms: [propext, Classical.choice, Quot.sound]
'DiracFrenkel.norm_and_energy_conserved' depends on axioms: [propext, Classical.choice, Quot.sound]
'DiracFrenkel.dirac_frenkel_error_bound' depends on axioms: [propext, Classical.choice, Quot.sound]
```

## What the Lean statements say about the physics

The state space `E` is a complex Hilbert space of any dimension, and `E →L[ℂ] E` is the type of bounded operators on it. `evolve H x₀ t` is the exact state and `tdvp H P x₀ t` the variational one. `P * P = P` makes \(P\) a projector; `IsSelfAdjoint P` makes it orthogonal.

`norm_and_energy_conserved` assumes both properties of \(P\), whereas `dirac_frenkel_error_bound` needs only the first, so it also covers oblique projectors. For an oblique \(P\), however, the state \(e^{-itPHP}x_0\) is variational in name only: it can violate the Dirac–Frenkel condition and need not conserve norm or energy. The initial state need not be normalised; for orthogonal \(P\) and \(x_0\ne0\), the mean energy \(\langle x,Hx\rangle/\|x\|^2\) is conserved as well.

The Hamiltonian is time-independent and bounded, which leaves out the kinetic energy in continuous space. The subspace is fixed and linear, whereas the Dirac–Frenkel principle is also applied to curved families of states, whose tangent projector changes with the state. For propagation in a fixed truncated configuration space with a bounded Hamiltonian, the bound gives an upper limit on the truncation error from the variational trajectory alone, provided the couplings out of the space can be evaluated. The limit can lie far above the actual error: for the two-level example in the Lean file it equals \(t\), while the distance between the two unit vectors never exceeds 2.

`dirac_frenkel_witness` confirms that the two-level example satisfies the hypotheses with a nonzero initial residual.

## From the derivation to the Lean proof

`hasDerivAt_evolve` obtains the Schrödinger equation from the derivative of the operator exponential and the chain rule. `expectation_conserved` and `proj_tdvp` each show that a derivative vanishes, then apply `is_const_of_deriv_eq_zero`. `norm_evolve` is the case \(B=1\), and `hasDerivAt_tdvp` uses \(Px=x\) to simplify the equation of motion, from which `dirac_frenkel_condition` follows. In the energy proof, `key` identifies the compressed and full energies inside the subspace.

In the error bound, `hd` is the derivative of the overlap, with `hH.isSymmetric` moving \(H\) across the inner product. The fundamental theorem of calculus gives `hint`, with continuity supplying integrability. `hb` is Cauchy–Schwarz under the integral, using `norm_evolve` for \(\|w(s)\|=\|e\|\). The last lines treat \(\|e\|=0\) and \(\|e\|>0\) separately.
